# Every Slater determinant in a finite basis has a reference with Thouless amplitudes of modulus at most 1

Let $Y$ be a real or complex $m\times n$ matrix of rank $n$. Then some $n$ distinct rows of $Y$ form an invertible matrix $A$ such that every entry of $YA^{-1}$ has modulus at most 1.

The physical problem is to generate an $n$-electron Slater determinant $|\Phi\rangle$ from a reference determinant by the exponential of a sum of single excitations. If the reference has a small coefficient in the normalised state, the amplitudes of these excitations can be very large. The result says that a suitable reference built from the given basis orbitals keeps them all bounded by 1.

The columns of $Y$ are the occupied orbitals, expanded in $m$ orthonormal basis spin orbitals, which label the rows. Rank $n$ means that the occupied orbitals are linearly independent, so that the determinant does not vanish. They need not be orthonormal: normalising the state multiplies all its coefficients by a common factor, which cancels from the amplitudes.

## The largest coefficient selects the reference

Let $f$ select basis orbitals $f(1),\dots,f(n)$. Write $A_f$ for the matrix formed by these rows of $Y$ and $D_f=\det A_f$ for the coefficient of the selected determinant $|\Phi_f\rangle$. When $D_f\neq0$, set $T=YA_f^{-1}$. On the reference rows $T$ is the identity. With $a_i^\dagger$ and $a_i$ creating and annihilating an electron in basis orbital $i$, its other rows are the amplitudes in Thouless's form

$$|\Phi\rangle=D_f\exp\Big(\sum_{i\notin f}\sum_j T_{ij}\,a_i^\dagger a_{f(j)}\Big)|\Phi_f\rangle .$$

Since $TA_f=Y$, row $i$ of $Y$ is a combination of reference rows:

$$Y_i=\sum_k T_{ik}\,Y_{f(k)} .$$

Now replace the $j$-th reference orbital by $i$, and call the new selection $f[j\to i]$. The determinant is linear in row $j$, so it becomes a sum over $k$. Each term with $k\neq j$ has two equal rows and vanishes. What remains is

$$D_{f[j\to i]}=T_{ij}D_f,\qquad |T_{ij}|=\frac{|D_{f[j\to i]}|}{|D_f|}.$$

Thus all amplitudes are bounded by 1 exactly when no single replacement increases the modulus of the coefficient.

Because $Y$ has rank $n$, it has $n$ linearly independent rows, and some $D_f$ is nonzero. There are finitely many selections, so we may choose $f$ with $|D_f|$ as large as possible. Then $D_f\neq0$, no replacement increases $|D_f|$, and every $|T_{ij}|\le1$. The selected orbitals are distinct, since a repeated row would give $D_f=0$.

A reference may have bounded amplitudes without having the largest coefficient overall. For any selection $g$, taking the rows $g$ of $TA_f=Y$ gives $D_g=\det(T_g)D_f$, where $T_g$ consists of those rows of $T$. The determinant of $T_g$ is a sum of $n!$ products of entries of modulus at most 1, so $|D_g|\le n!\,|D_f|$. This simple bound is not the best possible for $n\ge3$, where Hadamard's inequality gives the smaller factor $n^{n/2}$ in place of $n!$.

For a single determinant in a finite basis, such as a Hartree–Fock state, large singles amplitudes can therefore be removed by changing the reference; correlated coupled-cluster amplitudes obey no such bound from this argument.

## Orbital coefficients and amplitudes in Lean

In the code `m` and `n` are index types, whose sizes are the numbers $m$ and $n$ above. The scalar field `𝕜` is real or complex.

```lean
import Mathlib

open Matrix

namespace BoundedThoulessAmplitudes

noncomputable section

variable {𝕜 m n : Type*} [RCLike 𝕜] [Fintype n] [DecidableEq n]
```

A selection is any function `f : n → m`, with repetitions allowed at first. The matrix `rowBlock Y f` is $A_f$.

```lean
/-- The square block of the orbital coefficients `Y` formed by the basis orbitals that `f`
selects. Its determinant is the coefficient of the selected determinant in the state. -/
def rowBlock (Y : Matrix m n 𝕜) (f : n → m) : Matrix n n 𝕜 :=
  Y.submatrix f id
```

The matrix $T$ is `amplitudes Y f`, including its reference rows.

```lean
/-- The Thouless amplitudes `Y A⁻¹` relative to the reference `f`, where `A` is the reference block
of `Y`; they have this meaning only when `A` is invertible. -/
def amplitudes (Y : Matrix m n 𝕜) (f : n → m) : Matrix m n 𝕜 :=
  Y * (rowBlock Y f)⁻¹
```

Lean assigns the value zero to the inverse of a singular matrix, which would satisfy the bound trivially; the main theorem therefore states `(rowBlock Y f).det ≠ 0` as part of its conclusion.

The Lean statements concern these matrices. Their reading as many-electron states, through the expansion in determinants and the exponential form above, is the physical interpretation and is not formalised.

## Amplitudes as ratios of coefficients

The first lemma is $TA_f=Y$, obtained by cancelling $A_f^{-1}A_f$.

```lean
/-- If the reference has a nonzero coefficient, the amplitudes times the reference block
give back the orbital coefficients. -/
theorem amplitudes_mul_rowBlock {Y : Matrix m n 𝕜} {f : n → m}
    (h : (rowBlock Y f).det ≠ 0) : amplitudes Y f * rowBlock Y f = Y := by
  unfold amplitudes
  rw [Matrix.mul_assoc, Matrix.nonsing_inv_mul _ (isUnit_iff_ne_zero.mpr h), Matrix.mul_one]
```

On the reference rows the product is $A_fA_f^{-1}$, the identity.

```lean
/-- If the reference has a nonzero coefficient, the amplitudes on the reference orbitals
form the identity matrix. -/
theorem amplitudes_on_reference {Y : Matrix m n 𝕜} {f : n → m}
    (h : (rowBlock Y f).det ≠ 0) : rowBlock (amplitudes Y f) f = 1 := by
  have e : rowBlock (amplitudes Y f) f = rowBlock Y f * (rowBlock Y f)⁻¹ := rfl
  rw [e, Matrix.mul_nonsing_inv _ (isUnit_iff_ne_zero.mpr h)]
```

Selecting rows $g$ from $TA_f=Y$ and taking determinants gives $D_g=\det(T_g)D_f$.

```lean
/-- If the reference `f` has a nonzero coefficient, the coefficient of any determinant `g` is
the corresponding minor of the amplitudes times the coefficient of the reference. -/
theorem coefficient_eq_minor_mul {Y : Matrix m n 𝕜} {f : n → m}
    (h : (rowBlock Y f).det ≠ 0) (g : n → m) :
    (rowBlock Y g).det = (rowBlock (amplitudes Y f) g).det * (rowBlock Y f).det := by
  have e : rowBlock (amplitudes Y f) g * rowBlock Y f
      = rowBlock (amplitudes Y f * rowBlock Y f) g := rfl
  rw [← Matrix.det_mul, e, amplitudes_mul_rowBlock h]
```

The replacement formula follows the calculation by hand. `Function.update f j i` is $f[j\to i]$. The step `hrow` expands row $i$ in the reference rows, and `hup` identifies the new block as $A_f$ with row $j$ replaced. `Matrix.det_updateRow_sum` then keeps only the term $k=j$.

```lean
/-- If the reference has a nonzero coefficient, replacing its `j`-th orbital by the basis
orbital `i` multiplies the coefficient by the amplitude with indices `i`, `j`. -/
theorem coefficient_single_replacement {Y : Matrix m n 𝕜} {f : n → m}
    (h : (rowBlock Y f).det ≠ 0) (i : m) (j : n) :
    (rowBlock Y (Function.update f j i)).det = amplitudes Y f i j * (rowBlock Y f).det := by
  -- row `i` of `Y` is a combination of the reference rows, weighted by the amplitudes
  have hrow : Y i = ∑ k, amplitudes Y f i k • rowBlock Y f k := by
    funext l
    have e := congrFun (congrFun (amplitudes_mul_rowBlock h) i) l
    rw [Matrix.mul_apply] at e
    simp only [Finset.sum_apply, Pi.smul_apply, smul_eq_mul]
    exact e.symm
  have hup : rowBlock Y (Function.update f j i) = (rowBlock Y f).updateRow j (Y i) := by
    ext a b
    by_cases ha : a = j
    · subst ha
      simp [rowBlock]
    · simp [rowBlock, Matrix.updateRow_apply, ha]
  -- only the component along the replaced row survives in the determinant
  rw [hup, hrow, Matrix.det_updateRow_sum, smul_eq_mul]
```

Taking norms turns the comparison of coefficients into $|T_{ij}||D_f|\le|D_f|$. Since $|D_f|>0$, this is equivalent to $|T_{ij}|\le1$.

```lean
/-- For a reference with nonzero coefficient, all amplitudes have modulus at most 1 exactly
when no replacement of a single orbital gives a coefficient of larger modulus. -/
theorem amplitudes_bounded_iff {Y : Matrix m n 𝕜} {f : n → m}
    (h : (rowBlock Y f).det ≠ 0) :
    (∀ i j, ‖amplitudes Y f i j‖ ≤ 1) ↔
      ∀ i j, ‖(rowBlock Y (Function.update f j i)).det‖ ≤ ‖(rowBlock Y f).det‖ := by
  have hd : 0 < ‖(rowBlock Y f).det‖ := norm_pos_iff.mpr h
  refine forall_congr' fun i => forall_congr' fun j => ?_
  rw [coefficient_single_replacement h, norm_mul]
  constructor
  · intro hT
    nlinarith
  · intro hT
    exact le_of_mul_le_mul_right (by rwa [one_mul]) hd
```

## Existence of a bounded reference

Full column rank is the hypothesis `hY`. The proof takes a maximal linearly independent family of rows, whose size equals the rank and hence $n$. Relabelling it by `n` gives a square block with independent rows, which is invertible.

```lean
/-- If the orbital coefficients have full column rank, some determinant has a nonzero
coefficient. -/
theorem exists_reference [Finite m] (Y : Matrix m n 𝕜) (hY : Y.rank = Fintype.card n) :
    ∃ f : n → m, (rowBlock Y f).det ≠ 0 := by
  -- choose a maximal linearly independent family of rows
  obtain ⟨κ, a, ha, hspan, hli⟩ := exists_linearIndependent' 𝕜 Y.row
  have : Finite κ := Finite.of_injective a ha
  let : Fintype κ := Fintype.ofFinite κ
  have hcard : Fintype.card n = Fintype.card κ := by
    rw [← hY, Matrix.rank_eq_finrank_span_row, ← hspan]
    exact finrank_span_eq_card hli
  let e : n ≃ κ := Fintype.equivOfCardEq hcard
  refine ⟨a ∘ e, ?_⟩
  have hrows : LinearIndependent 𝕜 (rowBlock Y (a ∘ e)).row := hli.comp e e.injective
  have hu := Matrix.linearIndependent_rows_iff_isUnit.mp hrows
  exact ((Matrix.isUnit_iff_isUnit_det _).mp hu).ne_zero
```

The main theorem chooses the coefficient of largest modulus with `Finite.exists_max`. Comparison with the nonzero coefficient just found shows that the maximum is nonzero, and the equivalence above supplies the bound. Injectivity of `f` says that the reference orbitals are distinct; it follows from the vanishing of a determinant with equal rows.

```lean
/-- If the orbital coefficients have full column rank, some reference made of distinct basis
orbitals has a nonzero coefficient and Thouless amplitudes of modulus at most 1. -/
theorem exists_bounded_amplitudes [Finite m] (Y : Matrix m n 𝕜)
    (hY : Y.rank = Fintype.card n) :
    ∃ f : n → m, Function.Injective f ∧ (rowBlock Y f).det ≠ 0 ∧
      ∀ i j, ‖amplitudes Y f i j‖ ≤ 1 := by
  obtain ⟨f₀, h₀⟩ := exists_reference Y hY
  have : Nonempty (n → m) := ⟨f₀⟩
  -- take the determinant with the coefficient of largest modulus
  obtain ⟨f, hf⟩ := Finite.exists_max fun g : n → m => ‖(rowBlock Y g).det‖
  have hdet : (rowBlock Y f).det ≠ 0 :=
    norm_pos_iff.mp (lt_of_lt_of_le (norm_pos_iff.mpr h₀) (hf f₀))
  refine ⟨f, ?_, hdet, (amplitudes_bounded_iff hdet).mpr fun i j => hf _⟩
  -- a repeated orbital would make the coefficient vanish
  intro a b hab
  by_contra hne
  refine hdet (Matrix.det_zero_of_row_eq hne ?_)
  funext k
  change Y (f a) k = Y (f b) k
  rw [hab]
```

## Other coefficients and a case of equality

The factorial estimate needs only a nonzero reference coefficient and bounded amplitudes. The proof expands the minor over permutations, whose signs have modulus 1, and bounds each product by 1.

```lean
/-- If the reference has a nonzero coefficient and all amplitudes have modulus at most 1, then
for `n` electrons no coefficient exceeds `n!` times that of the reference in modulus. -/
theorem coefficient_le_factorial_mul {Y : Matrix m n 𝕜} {f : n → m}
    (h : (rowBlock Y f).det ≠ 0) (hb : ∀ i j, ‖amplitudes Y f i j‖ ≤ 1) (g : n → m) :
    ‖(rowBlock Y g).det‖ ≤ (Fintype.card n).factorial * ‖(rowBlock Y f).det‖ := by
  rw [coefficient_eq_minor_mul h g, norm_mul]
  refine mul_le_mul_of_nonneg_right ?_ (norm_nonneg _)
  rw [Matrix.det_apply']
  -- each of the `n!` terms of the minor has modulus at most 1
  have hsum : ∑ _σ : Equiv.Perm n, (1 : ℝ) = ((Fintype.card n).factorial : ℝ) := by
    simp [Finset.card_univ, Fintype.card_perm]
  rw [← hsum]
  refine norm_sum_le_of_le _ fun σ _ => ?_
  have hs : ‖((Equiv.Perm.sign σ : ℤ) : 𝕜)‖ = 1 := by
    rcases Int.units_eq_one_or (Equiv.Perm.sign σ) with h1 | h1 <;> simp [h1]
  rw [norm_mul, norm_prod, hs, one_mul]
  exact Finset.prod_le_one (fun _ _ => norm_nonneg _) fun k _ => hb (g (σ k)) k
```

The reference rows always contain entries equal to 1, so sharpness is of interest for a genuine excitation. Take one electron spread equally over two orbitals. The code uses the coefficients $(1,1)$; the normalised ones are $(1/\sqrt2,1/\sqrt2)$, with the same amplitudes. The reference block is the $1\times1$ identity, and the excitation amplitude is 1 for either reference, so no smaller bound holds in general.

```lean
/-- For one electron with coefficient 1 in each of two basis orbitals, every amplitude equals 1,
whichever orbital is the reference. -/
theorem bound_sharp (f : Fin 1 → Fin 2) (i : Fin 2) (j : Fin 1) :
    amplitudes (Matrix.of fun _ _ => (1 : ℝ)) f i j = 1 := by
  have e : rowBlock (Matrix.of fun (_ : Fin 2) (_ : Fin 1) => (1 : ℝ)) f = 1 := by
    ext a b
    rw [Subsingleton.elim a b]
    simp [rowBlock]
  unfold amplitudes
  rw [e, inv_one, Matrix.mul_one, Matrix.of_apply]

end

end BoundedThoulessAmplitudes
```

```lean
#print axioms BoundedThoulessAmplitudes.amplitudes_on_reference
-- 'BoundedThoulessAmplitudes.amplitudes_on_reference' depends on axioms: [propext, Classical.choice, Quot.sound]
#print axioms BoundedThoulessAmplitudes.exists_bounded_amplitudes
-- 'BoundedThoulessAmplitudes.exists_bounded_amplitudes' depends on axioms: [propext, Classical.choice, Quot.sound]
#print axioms BoundedThoulessAmplitudes.coefficient_le_factorial_mul
-- 'BoundedThoulessAmplitudes.coefficient_le_factorial_mul' depends on axioms: [propext, Classical.choice, Quot.sound]
#print axioms BoundedThoulessAmplitudes.bound_sharp
-- 'BoundedThoulessAmplitudes.bound_sharp' depends on axioms: [propext, Classical.choice, Quot.sound]
```
